# An intermediate phase above the chord: inverted step voltages and a single plateau

## Definitions and conventions

An insertion electrode takes up a working ion, and a phase $p$ of it is a pair $(x_p, E_p)$, where $x_p$ is the ion content and $E_p$ the energy, both per host formula unit. The energy is referenced to the metal of the ion: if $E^{\rm tot}_p$ is the total energy of the phase and $E_M$ the energy per atom of the metal, then $E_p = E^{\rm tot}_p - x_p E_M$. Each ion carries one elementary charge $e$, and $e = 1$, so energies in eV give voltages in volts.

```lean
import Mathlib

open Set

namespace VoltageWindow

noncomputable section
```

The structure `Phase` holds two real numbers, written `p.x` and `p.E`. A phase is a line compound with one fixed composition and one energy. Solid solutions, configurational entropy, pressure terms, interfaces and kinetics are absent, and the energies are given numbers that are not derived from a Hamiltonian.

```lean
/-- A phase of an insertion electrode: working-ion content `x` and energy `E` per host formula
unit, the energy being referenced to the metal of the working ion. -/
structure Phase where
  x : ℝ
  E : ℝ
```

The average voltage of the reaction between $p$ and $q$ is
$$V(p,q) = -\frac{E_q - E_p}{x_q - x_p},$$
minus the slope of the segment that joins the two points in the $(x,E)$ plane. Every theorem assumes strictly ordered compositions, so the value that Lean gives to a quotient by zero at $x_p = x_q$ never enters.

```lean
/-- Average voltage of the reaction between phases `p` and `q`. -/
def voltage (p q : Phase) : ℝ := -(q.E - p.E) / (q.x - p.x)
```

The chord through $p$ and $q$, evaluated at composition $t$, is
$$c_{pq}(t) = E_p + \frac{t - x_p}{x_q - x_p}\,(E_q - E_p).$$
For $t$ between $x_p$ and $x_q$ it is the energy of the two-phase mixture of overall content $t$.

```lean
/-- Energy at composition `t` on the straight line through phases `p` and `q`. -/
def chord (p q : Phase) (t : ℝ) : ℝ := p.E + (t - p.x) / (q.x - p.x) * (q.E - p.E)
```

At voltage $V$ against an electrode made of the metal, the chemical potential of the ion together with its electron, measured from the metal, is $\mu = -V$; it is called the ion chemical potential below. The grand potential of a phase is $\Omega(V,p) = E_p - \mu x_p = E_p + V x_p$. A high voltage therefore penalises ion-rich phases.

```lean
/-- Grand potential `E - μ x` of a phase at voltage `V`, where the ion chemical potential
is `μ = -V`. -/
def grand (V : ℝ) (p : Phase) : ℝ := p.E + V * p.x
```

A phase $p$ is stable at $V$ against a set $S$ of phases if $\Omega(V,p) \le \Omega(V,q)$ for every $q \in S$. The inequality is weak, so coexisting phases all count as stable. The definition does not require $p \in S$, and $S$ may be infinite.

```lean
/-- Phase `p` is stable at voltage `V` against the phases in `S` if no phase of `S` has a
lower grand potential. -/
def StableAt (S : Set Phase) (V : ℝ) (p : Phase) : Prop := ∀ q ∈ S, grand V p ≤ grand V q
```

Three phases $p_1, p_2, p_3$ have data $(x_i, E_i)$ with $x_1 < x_2 < x_3$, which are the hypotheses `h₁₂` and `h₂₃`. The abbreviations are $V_{ij} = V(p_i,p_j)$, $\Omega_i = \Omega(V,p_i)$, and $\delta = E_2 - c_{13}(x_2)$ for the height of the intermediate above the chord $c_{13}$ of $p_1$ and $p_3$. In electronic-structure work the $E_i$ come from total-energy calculations and the average voltages between neighbouring phases on the lower convex hull of the points $(x, E)$ estimate the plateaus of the equilibrium voltage profile (parts (f) to (i) show which of the $V_{ij}$ these are for three phases), within the restriction to line compounds at zero temperature.

The running example uses invented numbers: $p_1 = (0, 0)$, $p_3 = (1, -4)$ and $x_2 = 1/4$, so that $V_{13} = 4$ and $c_{13}(x_2) = -1$. Case A has $E_2 = -0.85$ and case B has $E_2 = -1.15$. These numbers, the counter-examples and the remark on code are worked on paper and were not passed through Lean.

## (a) Energy released in one step

*Task.* For $x_p < x_q$, show that $(x_q - x_p)\,V(p,q) = E_p - E_q$.

*Solution.* The step $x_q - x_p$ is positive, hence non-zero. Multiplying the definition of $V(p,q)$ by it gives $-(E_q - E_p) = E_p - E_q$.

*Check.* In `step_mul_voltage`, `hne` records that the step is non-zero, `field_simp` multiplies through, and `ring` settles the sign.

```lean
variable {p q p₁ p₂ p₃ : Phase}

/-- The composition step times the average voltage is the energy released in the step. -/
theorem step_mul_voltage (h : p.x < q.x) : (q.x - p.x) * voltage p q = p.E - q.E := by
  have hne : q.x - p.x ≠ 0 := (sub_pos.mpr h).ne'
  unfold voltage
  field_simp
  ring
```

## (b) The overall voltage is a weighted mean

*Task.* Show that
$$V_{13} = \frac{(x_2 - x_1)V_{12} + (x_3 - x_2)V_{23}}{x_3 - x_1}.$$

*Solution.* By (a), $(x_2 - x_1)V_{12} = E_1 - E_2$ and $(x_3 - x_2)V_{23} = E_2 - E_3$. Their sum is $E_1 - E_3$, which by (a) again equals $(x_3 - x_1)V_{13}$. Division by $x_3 - x_1 > 0$ gives the claim. The two weights $(x_2-x_1)/(x_3-x_1)$ and $(x_3-x_2)/(x_3-x_1)$ are positive and add to one.

*Example.* In case A, $V_{12} = 0.85/0.25 = 3.4$ and $V_{23} = 3.15/0.75 = 4.2$, and $0.25 \cdot 3.4 + 0.75 \cdot 4.2 = 4$. In case B, $V_{12} = 4.6$ and $V_{23} = 3.8$, and $0.25 \cdot 4.6 + 0.75 \cdot 3.8 = 4$.

*Check.* `voltage_weighted_mean` states the normalised form. The rewrite with `eq_div_iff` clears the denominator, and `linear_combination` subtracts the two partial instances of (a) from the overall one.

```lean
/-- The overall voltage `V₁₃` is the mean of `V₁₂` and `V₂₃` weighted by the composition
steps. -/
theorem voltage_weighted_mean (h₁₂ : p₁.x < p₂.x) (h₂₃ : p₂.x < p₃.x) :
    voltage p₁ p₃ =
      ((p₂.x - p₁.x) * voltage p₁ p₂ + (p₃.x - p₂.x) * voltage p₂ p₃) / (p₃.x - p₁.x) := by
  have hne : p₃.x - p₁.x ≠ 0 := (sub_pos.mpr (h₁₂.trans h₂₃)).ne'
  rw [eq_div_iff hne]
  -- the energies released in the two steps add up
  linear_combination step_mul_voltage (h₁₂.trans h₂₃) - step_mul_voltage h₁₂
    - step_mul_voltage h₂₃
```

## (c) Height above the chord

*Task.* Show that $\delta = (x_2 - x_1)(V_{13} - V_{12})$ and $\delta = (x_3 - x_2)(V_{23} - V_{13})$.

*Solution.* The chord has slope $(E_3 - E_1)/(x_3 - x_1) = -V_{13}$, so $c_{13}(x_2) = E_1 - (x_2 - x_1)V_{13}$ and
$$\delta = E_2 - E_1 + (x_2 - x_1)V_{13}.$$
By (a), $E_2 - E_1 = -(x_2 - x_1)V_{12}$, which gives the first form. For the second, write $E_2 - E_1 = (E_2 - E_3) - (E_1 - E_3) = (x_3 - x_2)V_{23} - (x_3 - x_1)V_{13}$. Then
$$\delta = (x_3 - x_2)V_{23} - \big[(x_3 - x_1) - (x_2 - x_1)\big]V_{13} = (x_3 - x_2)(V_{23} - V_{13}).$$

*Example.* In case A, $\delta = 0.15 = 0.25\,(4 - 3.4) = 0.75\,(4.2 - 4)$. In case B, $\delta = -0.15$.

*Check.* In `height_above_chord`, `hc` is the slope form of the chord, and `a`, `b`, `c` are (a) for the pairs 12, 23 and 13. The first form uses `a`. The combination `a + c - a - b` reduces to `c` minus `b`, which is the splitting of $E_2 - E_1$ above.

```lean
/-- The height of the intermediate above the chord equals `(x₂ - x₁)(V₁₃ - V₁₂)` and also
`(x₃ - x₂)(V₂₃ - V₁₃)`. -/
theorem height_above_chord (h₁₂ : p₁.x < p₂.x) (h₂₃ : p₂.x < p₃.x) :
    p₂.E - chord p₁ p₃ p₂.x = (p₂.x - p₁.x) * (voltage p₁ p₃ - voltage p₁ p₂) ∧
    p₂.E - chord p₁ p₃ p₂.x = (p₃.x - p₂.x) * (voltage p₂ p₃ - voltage p₁ p₃) := by
  -- the chord has slope `-V₁₃`
  have hc : chord p₁ p₃ p₂.x = p₁.E - (p₂.x - p₁.x) * voltage p₁ p₃ := by
    unfold chord voltage
    ring
  have a := step_mul_voltage h₁₂
  have b := step_mul_voltage h₂₃
  have c := step_mul_voltage (h₁₂.trans h₂₃)
  rw [hc]
  constructor
  · linear_combination a
  · linear_combination a + c - a - b
```

## (d) Above the chord means inverted voltages

*Task.* Show that $c_{13}(x_2) < E_2$ holds if and only if $V_{12} < V_{13} < V_{23}$, and also if and only if $V_{12} < V_{23}$.

*Solution.* The condition is $\delta > 0$. In the first form of (c) the factor $x_2 - x_1$ is positive, so $\delta > 0 \iff V_{12} < V_{13}$. In the second form $x_3 - x_2$ is positive, so $\delta > 0 \iff V_{13} < V_{23}$. Hence $\delta > 0$ gives both inequalities, and either one gives $\delta > 0$. The chain implies $V_{12} < V_{23}$. Conversely, let $V_{12} < V_{23}$ and suppose $\delta \le 0$. Then $V_{13} \le V_{12}$ and $V_{23} \le V_{13}$, so $V_{23} \le V_{12}$, a contradiction.

*Without the ordering.* Keep $p_1$ and $p_3$ and take $p_2 = (2, -7)$, which violates $x_2 < x_3$. The extended chord is $-8$ at $x = 2$, so $p_2$ lies above it, yet $V_{12} = 3.5$, $V_{13} = 4$ and $V_{23} = 3$. Both $V_{13} < V_{23}$ and $V_{12} < V_{23}$ fail.

*Check.* In `above_chord_iff`, `i₁` and `i₂` are the two sign equivalences, each obtained by cancelling the positive factor with `mul_pos_iff_of_pos_left`. After `by_contra`, `n₁` and `n₂` are the two weak inequalities, and `linarith` chains them.

```lean
/-- The intermediate lies strictly above the chord of the outer phases iff
`V₁₂ < V₁₃ < V₂₃`, and also iff `V₁₂ < V₂₃`. -/
theorem above_chord_iff (h₁₂ : p₁.x < p₂.x) (h₂₃ : p₂.x < p₃.x) :
    (chord p₁ p₃ p₂.x < p₂.E ↔
      voltage p₁ p₂ < voltage p₁ p₃ ∧ voltage p₁ p₃ < voltage p₂ p₃) ∧
    (chord p₁ p₃ p₂.x < p₂.E ↔ voltage p₁ p₂ < voltage p₂ p₃) := by
  obtain ⟨e₁, e₂⟩ := height_above_chord h₁₂ h₂₃
  -- each voltage gap has the sign of the height, the composition steps being positive
  have i₁ : chord p₁ p₃ p₂.x < p₂.E ↔ voltage p₁ p₂ < voltage p₁ p₃ := by
    rw [← sub_pos, e₁, mul_pos_iff_of_pos_left (sub_pos.mpr h₁₂), sub_pos]
  have i₂ : chord p₁ p₃ p₂.x < p₂.E ↔ voltage p₁ p₃ < voltage p₂ p₃ := by
    rw [← sub_pos, e₂, mul_pos_iff_of_pos_left (sub_pos.mpr h₂₃), sub_pos]
  refine ⟨⟨fun h => ⟨i₁.mp h, i₂.mp h⟩, fun h => i₁.mpr h.1⟩,
    ⟨fun h => (i₁.mp h).trans (i₂.mp h), fun h => ?_⟩⟩
  by_contra hn
  have n₁ := not_lt.mp (fun k => hn (i₁.mpr k))
  have n₂ := not_lt.mp (fun k => hn (i₂.mpr k))
  linarith
```

## (e) Crossing of two grand potentials

*Task.* For $x_p < x_q$ and any real $V$, show that $\Omega(V,q) \le \Omega(V,p) \iff V \le V(p,q)$, and that $\Omega(V,p) \le \Omega(V,q) \iff V(p,q) \le V$.

*Solution.* With (a),
$$\Omega(V,p) - \Omega(V,q) = E_p - E_q - V(x_q - x_p) = (x_q - x_p)\big(V(p,q) - V\big).$$
The prefactor is positive, so the difference is non-negative exactly when $V \le V(p,q)$. Reversing the sign of both sides gives the second equivalence. The average voltage is thus the voltage at which the two grand potentials are equal.

*Check.* In `grand_le_iff`, `e` is the displayed identity and `e'` its negative; `mul_nonneg_iff_of_pos_left` cancels the prefactor.

```lean
/-- Of two phases, the ion-rich one has grand potential at most that of the ion-poor one iff
the voltage is at most their average voltage, and the reverse holds iff it is at least that. -/
theorem grand_le_iff (h : p.x < q.x) (V : ℝ) :
    (grand V q ≤ grand V p ↔ V ≤ voltage p q) ∧
    (grand V p ≤ grand V q ↔ voltage p q ≤ V) := by
  have hd : 0 < q.x - p.x := sub_pos.mpr h
  have e : grand V p - grand V q = (q.x - p.x) * (voltage p q - V) := by
    unfold grand
    linear_combination (-1 : ℝ) * step_mul_voltage h
  have e' : grand V q - grand V p = (q.x - p.x) * (V - voltage p q) := by
    linear_combination (-1 : ℝ) * e
  constructor
  · rw [← sub_nonneg, e, mul_nonneg_iff_of_pos_left hd, sub_nonneg]
  · rw [← sub_nonneg, e', mul_nonneg_iff_of_pos_left hd, sub_nonneg]
```

## (f) The stability window

*Task.* Show that $p_2$ is stable at $V$ against $\{p_1, p_2, p_3\}$ if and only if $V_{23} \le V \le V_{12}$.

*Solution.* Stability means $\Omega_2 \le \Omega_1$, $\Omega_2 \le \Omega_2$ and $\Omega_2 \le \Omega_3$. The middle condition always holds. Against $p_1$ the intermediate is the ion-rich phase, so (e) turns the first condition into $V \le V_{12}$. Against $p_3$ it is the ion-poor phase, so (e) turns the third into $V_{23} \le V$. In terms of the chemical potential the window is $-V_{12} \le \mu \le -V_{23}$.

*Example and limiting case.* Case B has the window $[3.8, 4.6]$, and case A has none, since $4.2 > 3.4$. On the chord, at $E_2 = -1$, (c) with $\delta = 0$ gives $V_{12} = V_{13} = V_{23} = 4$. The window shrinks to the single voltage $4$, where all three grand potentials are zero.

*Check.* In `stability_window`, `Icc` is the closed interval, empty when its ends are inverted. The first rewrite converts the two bounds into comparisons of grand potentials by (e), and `rcases` runs over the three competitors.

```lean
/-- Among three phases the intermediate is stable exactly for voltages in the window
`V₂₃ ≤ V ≤ V₁₂`. -/
theorem stability_window (h₁₂ : p₁.x < p₂.x) (h₂₃ : p₂.x < p₃.x) (V : ℝ) :
    StableAt {p₁, p₂, p₃} V p₂ ↔ V ∈ Icc (voltage p₂ p₃) (voltage p₁ p₂) := by
  rw [mem_Icc, ← (grand_le_iff h₂₃ V).2, ← (grand_le_iff h₁₂ V).1]
  constructor
  · intro h
    exact ⟨h p₃ (by simp), h p₁ (by simp)⟩
  · rintro ⟨a, b⟩ r hr
    rcases hr with hr | hr | hr <;> rw [hr]
    · exact b
    · exact a
```

## (g) Above the chord means skipped

*Task.* Show that $c_{13}(x_2) < E_2$ holds if and only if $p_2$ is stable against $\{p_1,p_2,p_3\}$ at no real $V$.

*Solution.* By (d) the left side is $V_{12} < V_{23}$. If it holds and $p_2$ were stable at $V$, (f) would give $V_{23} \le V \le V_{12}$, a contradiction. If it fails, then $V_{23} \le V_{12}$, and $V = V_{12}$ lies in the window, so $p_2$ is stable there. The strict inequality matters: an intermediate exactly on the chord is stable at one voltage.

*Check.* `above_chord_iff_skipped` rewrites with the second half of (d). The forward direction ends in `linarith`, and the backward direction supplies $V_{12}$ as the witness, with `le_rfl` for its upper bound.

```lean
/-- The intermediate lies strictly above the chord iff there is no voltage at which it is
stable among the three phases. -/
theorem above_chord_iff_skipped (h₁₂ : p₁.x < p₂.x) (h₂₃ : p₂.x < p₃.x) :
    chord p₁ p₃ p₂.x < p₂.E ↔ ∀ V, ¬ StableAt {p₁, p₂, p₃} V p₂ := by
  rw [(above_chord_iff h₁₂ h₂₃).2]
  constructor
  · intro h V hV
    obtain ⟨a, b⟩ := (stability_window h₁₂ h₂₃ V).mp hV
    linarith
  · intro h
    by_contra hn
    -- otherwise `V₁₂` itself lies in the window
    exact h _ ((stability_window h₁₂ h₂₃ _).mpr ⟨not_lt.mp hn, le_rfl⟩)
```

## (h) Larger sets of competitors

*Task.* Let $S$ be any set of phases that contains $p_1$ and $p_3$ (hypotheses `m₁` and `m₃`), and let $c_{13}(x_2) < E_2$. Show that $p_2$ is stable against $S$ at no $V$.

*Solution.* Stability against $S$ includes $\Omega_2 \le \Omega_1$ and $\Omega_2 \le \Omega_3$. By (e) these give $V \le V_{12}$ and $V_{23} \le V$, so $V_{23} \le V_{12}$, whereas (d) gives $V_{12} < V_{23}$.

*Scope.* The statement runs in one direction only. In case B the intermediate is below $c_{13}$, but a further phase $(1/2, -2.6)$ has a chord with $p_1$ of value $-1.3$ at $x = 1/4$, so $p_2$ is skipped once that phase is in $S$. If $p_3$ is missing, as in $S = \{p_1, p_2\}$, the intermediate of case A is stable for all $V \le 3.4$.

*In code.* With computed total energies, $\delta$ is the formation energy of $p_2$ relative to the two end phases. The term $x E_M$ is linear in $x$, so it leaves $\delta$ unchanged and shifts all voltages by one constant. A lower hull can be built by keeping the lowest-energy phase at each composition, sorting by $x$, and adding the phases one by one to a stack, where the middle one of the last three points is discarded as long as it lies above the chord of the other two; by (d) this test is the comparison $V_{12} < V_{23}$.

*Check.* In `skipped_in_any_phase_set`, `a`, `b` and `c` are the three inequalities in the order of the solution, and `linarith` finds the contradiction.

```lean
/-- An intermediate strictly above the chord is stable at no voltage against any set of
phases that contains the two outer phases. -/
theorem skipped_in_any_phase_set (S : Set Phase) (m₁ : p₁ ∈ S) (m₃ : p₃ ∈ S)
    (h₁₂ : p₁.x < p₂.x) (h₂₃ : p₂.x < p₃.x) (h : chord p₁ p₃ p₂.x < p₂.E) (V : ℝ) :
    ¬ StableAt S V p₂ := by
  intro hV
  have a := (grand_le_iff h₁₂ V).1.mp (hV p₁ m₁)
  have b := (grand_le_iff h₂₃ V).2.mp (hV p₃ m₃)
  have c := (above_chord_iff h₁₂ h₂₃).2.mp h
  linarith
```

## (i) A single plateau

*Task.* Let $c_{13}(x_2) < E_2$. Show that, against $\{p_1,p_2,p_3\}$, $p_1$ is stable exactly for $V_{13} \le V$ and $p_3$ exactly for $V \le V_{13}$.

*Solution.* By (d), $V_{12} < V_{13} < V_{23}$. If $p_1$ is stable, then $\Omega_1 \le \Omega_3$, so $V_{13} \le V$ by (e). Conversely, $V_{13} \le V$ gives $\Omega_1 \le \Omega_3$, and $V_{12} < V_{13} \le V$ gives $\Omega_1 \le \Omega_2$. If $p_3$ is stable, then $\Omega_3 \le \Omega_1$, so $V \le V_{13}$. Conversely, $V \le V_{13}$ gives $\Omega_3 \le \Omega_1$, and $V \le V_{13} < V_{23}$ gives $\Omega_3 \le \Omega_2$. Together with (g), only $p_1$ is stable above $V_{13}$, only $p_3$ below it, and both at $V_{13}$, so the equilibrium content goes from $x_1$ to $x_3$ at that one voltage.

*Example.* In case A at $V = 4$, $\Omega_1 = 0$, $\Omega_2 = -0.85 + 1 = 0.15$ and $\Omega_3 = 0$. The hypothesis on the chord fails in case B, and so does the conclusion: at $V = 4.2 \ge V_{13}$, $\Omega_2 = -1.15 + 1.05 = -0.10 < \Omega_1$, so $p_1$ is not stable.

*Check.* In `single_plateau`, `c₁` and `c₂` are the chain from (d), and `g` is (e) for the outer pair. The forward directions read off one competitor through `g`. In the backward directions `rcases` lists the competitors, and the comparison with $p_2$ uses (e) with the bound supplied by `linarith`.

```lean
/-- If the intermediate is strictly above the chord, the ion-poor phase is stable among the
three exactly for `V ≥ V₁₃` and the ion-rich phase exactly for `V ≤ V₁₃`. -/
theorem single_plateau (h₁₂ : p₁.x < p₂.x) (h₂₃ : p₂.x < p₃.x)
    (h : chord p₁ p₃ p₂.x < p₂.E) (V : ℝ) :
    (StableAt {p₁, p₂, p₃} V p₁ ↔ voltage p₁ p₃ ≤ V) ∧
    (StableAt {p₁, p₂, p₃} V p₃ ↔ V ≤ voltage p₁ p₃) := by
  obtain ⟨c₁, c₂⟩ := (above_chord_iff h₁₂ h₂₃).1.mp h
  have g := grand_le_iff (h₁₂.trans h₂₃) V
  refine ⟨⟨fun s => g.2.mp (s p₃ (by simp)), fun hV r hr => ?_⟩,
    ⟨fun s => g.1.mp (s p₁ (by simp)), fun hV r hr => ?_⟩⟩
  · rcases hr with hr | hr | hr <;> rw [hr]
    · exact (grand_le_iff h₁₂ V).2.mpr (by linarith)
    · exact g.2.mpr hV
  · rcases hr with hr | hr | hr <;> rw [hr]
    · exact g.1.mpr hV
    · exact (grand_le_iff h₂₃ V).1.mpr (by linarith)

end

end VoltageWindow
```

```lean
#print axioms VoltageWindow.voltage_weighted_mean
#print axioms VoltageWindow.above_chord_iff_skipped
#print axioms VoltageWindow.skipped_in_any_phase_set
#print axioms VoltageWindow.single_plateau
```

```
'VoltageWindow.voltage_weighted_mean' depends on axioms: [propext, Classical.choice, Quot.sound]
'VoltageWindow.above_chord_iff_skipped' depends on axioms: [propext, Classical.choice, Quot.sound]
'VoltageWindow.skipped_in_any_phase_set' depends on axioms: [propext, Classical.choice, Quot.sound]
'VoltageWindow.single_plateau' depends on axioms: [propext, Classical.choice, Quot.sound]
```
